# For spinless fermions on a partly filled ring with hopping amplitude t > 0, determinant signs can make all nearest-neighbour hopping elements nonpositive exactly when the particle number is odd

A determinant is represented here by its set of occupied sites, a finite set of natural numbers below $L$, and the fermionic sign of a hop is read off from the linear order of those numbers. No Fock space is built: a hopping element is a real number computed from the amplitude $t$, the occupied set and the two sites involved. The fermions are spinless, and every bond of the ring, including the one that closes it, has the same hopping term $-t$ with $t>0$.

In Lean 4 with Mathlib:

```lean
import Mathlib

open Finset

namespace FermionRingSign

/-- A determinant of `N` identical fermions on the sites `0, …, L - 1`, given by its set of
occupied sites. -/
def IsConfig (L N : ℕ) (S : Finset ℕ) : Prop := S ⊆ range L ∧ S.card = N

/-- The number of occupied sites strictly between `i` and `j` in the linear order. -/
def between (S : Finset ℕ) (i j : ℕ) : ℕ :=
  (S.filter (fun x => min i j < x ∧ x < max i j)).card

/-- The determinant reached from `S` when a particle moves from site `i` to site `j`. -/
def hop (S : Finset ℕ) (i j : ℕ) : Finset ℕ := insert j (S.erase i)

/-- The hopping element `-t (-1)^k`, with `k` the number of particles passed over. -/
noncomputable def hopElement (t : ℝ) (S : Finset ℕ) (i j : ℕ) : ℝ :=
  -t * (-1) ^ between S i j

/-- The ordering sign for creating or annihilating a fermion at site `i`: one factor `-1` for
each occupied site below `i`. -/
noncomputable def orderSign (S : Finset ℕ) (i : ℕ) : ℝ :=
  (-1) ^ (S.filter (fun x => x < i)).card

/-- Sites `i` and `j` are joined by a bond of the ring: they are consecutive, or they are the
two ends of the linear order. -/
def RingBond (L i j : ℕ) : Prop :=
  i < L ∧ j < L ∧ ((j = i + 1 ∨ i = j + 1) ∨ ((i = 0 ∧ j + 1 = L) ∨ (j = 0 ∧ i + 1 = L)))

/-- After each determinant `S` is multiplied by `s S`, all hopping elements on the ring are
nonpositive. -/
def NonposWithSigns (L N : ℕ) (t : ℝ) (s : Finset ℕ → ℝ) : Prop :=
  ∀ S i j, IsConfig L N S → i ∈ S → j ∉ S → RingBond L i j →
    s (hop S i j) * hopElement t S i j * s S ≤ 0

/-- The hopping element is `-t` times the ordering signs of annihilation at `i` followed by
creation at `j`. -/
theorem hopElement_eq_orderSign (t : ℝ) {S : Finset ℕ} {i j : ℕ} (hi : i ∈ S) (hj : j ∉ S) :
    hopElement t S i j = -t * (orderSign S i * orderSign (S.erase i) j) := by
  have hne : i ≠ j := fun e => hj (e ▸ hi)
  unfold hopElement orderSign
  congr 1
  rcases lt_or_gt_of_ne hne with h | h
  · -- moving right: creation sees the particles below `i` and those in between
    have hc : ((S.erase i).filter (fun x => x < j)).card
        = (S.filter (fun x => x < i)).card + between S i j := by
      unfold between
      rw [← card_union_of_disjoint]
      · congr 1
        ext x
        simp only [mem_filter, mem_union, mem_erase]
        by_cases hx : x ∈ S
        · simp only [hx, true_and, and_true]
          omega
        · simp only [hx, false_and, and_false, or_self]
      · refine disjoint_left.2 fun x h1 h2 => ?_
        have h3 := (mem_filter.1 h1).2
        have h4 := (mem_filter.1 h2).2
        omega
    rw [hc, pow_add, ← mul_assoc, ← mul_pow]
    norm_num
  · -- moving left: annihilation sees the particles below `j` and those in between
    have hc : (S.filter (fun x => x < i)).card
        = ((S.erase i).filter (fun x => x < j)).card + between S i j := by
      unfold between
      rw [← card_union_of_disjoint]
      · congr 1
        ext x
        simp only [mem_filter, mem_union, mem_erase]
        by_cases hx : x ∈ S
        · have hxj : x ≠ j := fun e => hj (e ▸ hx)
          simp only [hx, true_and, and_true]
          omega
        · simp only [hx, false_and, and_false, or_self]
      · refine disjoint_left.2 fun x h1 h2 => ?_
        have h3 := (mem_filter.1 h1).2
        have h4 := (mem_filter.1 h2).2
        omega
    rw [hc, pow_add, mul_right_comm, ← mul_pow]
    norm_num

/-- A hop between consecutive sites has element `-t`. -/
theorem hopElement_interior (t : ℝ) (S : Finset ℕ) {i j : ℕ} (h : j = i + 1 ∨ i = j + 1) :
    hopElement t S i j = -t := by
  have h0 : between S i j = 0 := by
    unfold between
    rw [card_eq_zero, filter_eq_empty_iff]
    intro x _
    omega
  rw [hopElement, h0, pow_zero, mul_one]

/-- A hop of one of `N` fermions over the boundary bond has element `t (-1)^N`. -/
theorem hopElement_boundary (t : ℝ) {L N : ℕ} {S : Finset ℕ} {i j : ℕ} (hS : IsConfig L N S)
    (hi : i ∈ S) (hj : j ∉ S) (h : (i = 0 ∧ j + 1 = L) ∨ (j = 0 ∧ i + 1 = L)) :
    hopElement t S i j = t * (-1) ^ N := by
  -- every other particle lies between the two ends
  have hf : S.filter (fun x => min i j < x ∧ x < max i j) = S.erase i := by
    ext x
    simp only [mem_filter, mem_erase]
    constructor
    · rintro ⟨hx, h1⟩
      exact ⟨by omega, hx⟩
    · rintro ⟨hne, hx⟩
      have hxL := mem_range.1 (hS.1 hx)
      have hxj : x ≠ j := fun e => hj (e ▸ hx)
      exact ⟨hx, by omega⟩
  have hk : between S i j + 1 = N := by
    unfold between
    rw [hf, card_erase_add_one hi, hS.2]
  rw [hopElement, ← hk, pow_succ]
  ring

/-- A hop to an empty site of the ring conserves the particle number. -/
theorem hop_isConfig {L N : ℕ} {S : Finset ℕ} {i j : ℕ} (hS : IsConfig L N S)
    (hi : i ∈ S) (hj : j ∉ S) (hjL : j < L) : IsConfig L N (hop S i j) := by
  constructor
  · intro x hx
    rcases mem_insert.1 hx with h | h
    · exact mem_range.2 (h ▸ hjL)
    · exact hS.1 (mem_of_mem_erase h)
  · have hj' : j ∉ S.erase i := fun h => hj (mem_of_mem_erase h)
    rw [hop, card_insert_of_notMem hj', card_erase_add_one hi, hS.2]

/-- Unless the particles fill the leftmost sites, one of them can hop one site to the left. -/
theorem exists_left_hop {S : Finset ℕ} (h : S ≠ range S.card) : ∃ i, i ∉ S ∧ i + 1 ∈ S := by
  by_contra hc
  have step : ∀ i, i + 1 ∈ S → i ∈ S := by
    intro i hi
    by_contra hh
    exact hc ⟨i, hh, hi⟩
  have down : ∀ n, n ∈ S → ∀ m, m ≤ n → m ∈ S := by
    intro n
    induction n with
    | zero =>
      intro h0 m hm
      have e : m = 0 := by omega
      rwa [e]
    | succ n ih =>
      intro hn m hm
      rcases Nat.lt_or_ge n m with h1 | h1
      · have e : m = n + 1 := by omega
        rwa [e]
      · exact ih (step n hn) m h1
  apply h
  apply eq_of_subset_of_card_le
  · intro n hn
    have hsub : range (n + 1) ⊆ S := fun m hm =>
      down n hn m (Nat.lt_succ_iff.1 (mem_range.1 hm))
    have hcard := card_le_card hsub
    rw [card_range] at hcard
    exact mem_range.2 (by omega)
  · simp

/-- If `t > 0` and signs `±1` make all hopping elements nonpositive, every determinant carries the
same sign as the one with the leftmost `N` sites filled. -/
theorem signs_constant {L N : ℕ} {t : ℝ} (ht : 0 < t) {s : Finset ℕ → ℝ}
    (hs : ∀ S, s S = 1 ∨ s S = -1) (h : NonposWithSigns L N t s) :
    ∀ n S, IsConfig L N S → ∑ x ∈ S, x = n → s S = s (range N) := by
  intro n
  induction n using Nat.strong_induction_on with
  | _ n ih =>
    intro S hS hn
    by_cases hr : S = range N
    · rw [hr]
    · obtain ⟨i, hi, hi1⟩ := exists_left_hop (S := S) (by rw [hS.2]; exact hr)
      have hL : i + 1 < L := mem_range.1 (hS.1 hi1)
      have key := h S (i + 1) i hS hi1 hi ⟨hL, by omega, Or.inl (Or.inr rfl)⟩
      rw [hopElement_interior t S (Or.inr rfl)] at key
      -- an interior hop forces equal signs
      have same : s S = s (hop S (i + 1) i) := by
        rcases hs S with a | a <;> rcases hs (hop S (i + 1) i) with b | b <;>
          rw [a, b] at key <;> rw [a, b] <;> linarith
      -- the hop lowers the sum of the positions
      have hlt : ∑ x ∈ hop S (i + 1) i, x < n := by
        have hi' : i ∉ S.erase (i + 1) := fun hh => hi (mem_of_mem_erase hh)
        have e : (i + 1) + ∑ x ∈ S.erase (i + 1), x = ∑ x ∈ S, x :=
          add_sum_erase S (fun x => x) hi1
        rw [hop, sum_insert hi']
        omega
      rw [same]
      exact ih _ hlt _ (hop_isConfig hS hi1 hi (by omega)) rfl

/-- For `t > 0` and `1 ≤ N < L`, some choice of signs `±1` for the determinants makes all hopping
elements on the ring nonpositive if and only if the number of fermions is odd. -/
theorem exists_signs_iff_odd {L N : ℕ} {t : ℝ} (ht : 0 < t) (hN : 1 ≤ N) (hL : N < L) :
    (∃ s : Finset ℕ → ℝ, (∀ S, s S = 1 ∨ s S = -1) ∧ NonposWithSigns L N t s) ↔ Odd N := by
  constructor
  · rintro ⟨s, hs, h⟩
    by_contra hodd
    rw [Nat.not_odd_iff_even] at hodd
    -- move the leftmost particle of the packed determinant over the boundary
    have hS : IsConfig L N (range N) :=
      ⟨fun x hx => mem_range.2 ((mem_range.1 hx).trans hL), card_range N⟩
    have h0 : 0 ∈ range N := mem_range.2 (by omega)
    have hj : L - 1 ∉ range N := by
      rw [mem_range]
      omega
    have hb : (0 = 0 ∧ L - 1 + 1 = L) ∨ (L - 1 = 0 ∧ 0 + 1 = L) :=
      Or.inl ⟨rfl, by omega⟩
    have key := h _ 0 (L - 1) hS h0 hj ⟨by omega, by omega, Or.inr hb⟩
    have e := signs_constant ht hs h _ _ (hop_isConfig hS h0 hj (by omega)) rfl
    rw [hopElement_boundary t hS h0 hj hb, hodd.neg_one_pow, e] at key
    rcases hs (range N) with a | a <;> rw [a] at key <;> linarith
  · intro ho
    refine ⟨fun _ => 1, fun _ => Or.inl rfl, ?_⟩
    intro S i j hS hi hj hb
    show (1 : ℝ) * hopElement t S i j * 1 ≤ 0
    rcases hb.2.2 with h | h
    · rw [hopElement_interior t S h]
      linarith
    · rw [hopElement_boundary t hS hi hj h, ho.neg_one_pow]
      linarith

/-- For `t > 0` and `1 ≤ N < L`, all nearest-neighbour hopping elements on the ring, including those
of the boundary bond, are nonpositive if and only if the number of fermions is odd. -/
theorem hopElement_nonpos_iff_odd {L N : ℕ} {t : ℝ} (ht : 0 < t) (hN : 1 ≤ N) (hL : N < L) :
    (∀ S i j, IsConfig L N S → i ∈ S → j ∉ S → RingBond L i j → hopElement t S i j ≤ 0)
      ↔ Odd N := by
  constructor
  · intro h
    refine (exists_signs_iff_odd ht hN hL).1 ⟨fun _ => 1, fun _ => Or.inl rfl, ?_⟩
    intro S i j hS hi hj hb
    show (1 : ℝ) * hopElement t S i j * 1 ≤ 0
    linarith [h S i j hS hi hj hb]
  · intro ho S i j hS hi hj hb
    rcases hb.2.2 with h | h
    · rw [hopElement_interior t S h]
      linarith
    · rw [hopElement_boundary t hS hi hj h, ho.neg_one_pow]
      linarith

end FermionRingSign
```

```lean
#print axioms FermionRingSign.hopElement_eq_orderSign
#print axioms FermionRingSign.hopElement_nonpos_iff_odd
```

```
'FermionRingSign.hopElement_eq_orderSign' depends on axioms: [propext, Classical.choice, Quot.sound]
'FermionRingSign.hopElement_nonpos_iff_odd' depends on axioms: [propext, Classical.choice, Quot.sound]
```

## Two equivalences for $1 \le N < L$

Let $S$ be a set of $N$ occupied sites among $0,\dots,L-1$; this is `IsConfig L N S`. A particle moves from an occupied site $i$ to an empty site $j$, giving the determinant `hop S i j`. With $k$ the number of occupied sites strictly between $i$ and $j$ (`between S i j`), the element is
$$h_S(i,j) = -t\,(-1)^k ,$$
written `hopElement t S i j`. `RingBond L i j` says that $i$ and $j$ are consecutive or are the two ends $0$ and $L-1$.

The theorem `hopElement_nonpos_iff_odd` says that, for $t>0$ and $1\le N<L$, the elements $h_S(i,j)$ for hops along the bonds of the ring are all nonpositive if and only if $N$ is odd.

The theorem `exists_signs_iff_odd` allows more freedom. Each determinant $S$ may first be multiplied by a sign $s(S)=\pm1$, which turns the element into $s(S')\,h_S(i,j)\,s(S)$, where $S'$ is the determinant after the hop. Again for $t>0$ and $1\le N<L$, some choice of signs makes the new elements for all hops along ring bonds nonpositive if and only if $N$ is odd.

The smallest case is $L=2$, $N=1$. There the two sites satisfy both descriptions of a bond, and both give the element $-t$.

## The physics behind the signs

The model is a ring of spinless fermions with hopping only. The constant $t$ is the hopping amplitude; with $t>0$, a single particle lowers its energy by having the same phase on neighbouring sites. All bonds, the boundary bond included, have this same real and positive amplitude, so no flux threads the ring.

Full configuration interaction quantum Monte Carlo (FCIQMC) represents a wavefunction by a population of signed walkers on determinants. In it, a walker spawned through a negative off-diagonal element inherits its parent's sign, and one spawned through a positive element gets the opposite sign. For this non-interacting ring in the site basis, odd $N$ therefore allows a population of a single sign, while for even $N$ no relabelling of determinant signs removes the positive elements. Other orbital bases and complex phases are not considered.

## Where $(-1)^k$ comes from

Annihilating or creating a fermion at a site gives a factor $-1$ for each occupied site below it; this is `orderSign`. Suppose $i<j$, with $a$ particles below $i$. Annihilation at $i$ gives $(-1)^a$. Creation at $j$, with $i$ now empty, gives $(-1)^{a+k}$. The product is $(-1)^{2a+k}=(-1)^k$.

If $j<i$, with $b$ particles below $j$, annihilation gives $(-1)^{b+k}$ and creation gives $(-1)^b$, again with product $(-1)^k$.

The lemma `hopElement_eq_orderSign` proves this in the same two cases. In each it splits the larger set of counted particles into two disjoint parts, and `omega` checks the inequalities between sites.

## The two kinds of bond

Between consecutive sites there is no room for another particle, so $k=0$ and the element is $-t$. This is `hopElement_interior`.

A hop over the boundary bond passes every other particle, since all of them lie between sites $0$ and $L-1$. Hence $k=N-1$ and
$$-t\,(-1)^{N-1} = t\,(-1)^N .$$
In `hopElement_boundary` the main step identifies the particles in between with `S.erase i`, the occupied set without the moving particle.

For odd $N$ both values are $-t$, so every element is negative with no sign change at all. This settles one direction of both theorems, with $s(S)=1$ throughout in the second.

## Why sign changes do not help for even $N$

Suppose some signs make all elements nonpositive. For an interior hop from $S$ to $S'$ this means $-t\,s(S')\,s(S)\le 0$, so $s(S')=s(S)$.

If $S$ is not the packed determinant $\{0,\dots,N-1\}$, some occupied site $i+1$ has an empty site $i$ to its left. Otherwise every occupied site would have all sites below it occupied, and $S$ would be packed. This is `exists_left_hop`. Moving that particle to $i$ keeps the sign and lowers the sum of the occupied positions by one. Repeating the move ends at the packed determinant, so all determinants carry one common sign $\sigma$.

The lemma `signs_constant` carries this out by strong induction on the sum of positions. It obtains equality of the two signs by checking the four combinations of $\pm1$, and `hop_isConfig` confirms that the particle number is conserved.

Now let $N$ be even. In the packed determinant site $0$ is occupied and, because $N<L$, site $L-1$ is empty. The boundary hop between them has the element $\sigma\,t\,\sigma=t>0$, a contradiction. This is the forward direction of `exists_signs_iff_odd`; the forward direction of `hopElement_nonpos_iff_odd` follows by taking all signs equal to $1$.

## Two fermions on three sites

Take $L=3$, $N=2$, $t=1$, with the determinants in the order $\{0,1\},\{0,2\},\{1,2\}$. The first and second are joined by a hop between sites $1$ and $2$, the second and third by one between $0$ and $1$; both elements are $-1$. The first and third are joined over the boundary, past one particle, with element $+1$:
$$H=\begin{pmatrix}0&-1&1\\-1&0&-1\\1&-1&0\end{pmatrix}.$$
The product of the three elements around the triangle is $+1$. A sign change leaves it alone, because each $s(S)$ enters twice, whereas three negative elements would have a negative product.

The eigenvalues of $H$ are $-1,-1,2$. If the $+1$ entries are replaced by $-1$, the lowest eigenvalue drops to $-2$, so ignoring the sign would give the wrong ground-state energy.
